# Under magic-angle spinning, the mean square frequency of an axial rank-2 interaction has only rank 0 and rank 4 parts

To estimate the size of an anisotropy from the spinning sidebands of a powder rotating at the magic angle, one can square the offset of each sideband from the centreband, weight it by its share of the total intensity (centreband included), add up, multiply by five and take the square root. The result is the size of δ, the offset from the isotropic position when the interaction axis lies along the field; it is two thirds of the difference between the frequencies with the axis parallel and perpendicular to the field. The recipe is for an isolated spin 1/2 whose only anisotropic interaction is an axially symmetric chemical shift, and its factor of five rests on an average derived below. At the magic angle the centreband lies at the isotropic position, and for one crystallite orientation, averaged over the starting phase of the rotor, the weighted sum is the mean square of the frequency over one turn. This link with the sidebands is taken as given here; the text derives the mean square itself. At the magic angle it still depends on the orientation. Its powder average is the same number for every rotor angle, but away from the magic angle the offsets from the centreband no longer measure it.

## From the rotor phase to the ranks 0, 2 and 4

Let b be the angle between the interaction axis and the rotor axis, m the angle between the rotor axis and the magnetic field, and φ the rotor phase. The cosine of the angle between interaction axis and field is

u(φ) = cos b cos m + sin b sin m cos φ.

The frequency, measured from the isotropic position, is δ P2(u), where δ is its value when the interaction axis lies along the field. Dividing by δ gives the reduced frequency P2(u). The Legendre polynomials needed are

P2(x) = (3x² − 1)/2,
P4(x) = (35x⁴ − 30x² + 3)/8.

Write x = cos b, y = sin b, c = cos m and s = sin m. Squaring u and using cos² φ = (1 + cos 2φ)/2 gives

P2(u) = A + B cos φ + C cos 2φ,
A = (3/2)x²c² + (3/4)y²s² − 1/2,
B = 3xycs,
C = (3/4)y²s².

With y² = 1 − x² and s² = 1 − c², the constant becomes

A = (3x² − 1)(3c² − 1)/4 = P2(x) P2(c).

This is the average of P2(u) over a turn, and it is zero when c² = 1/3. The two modulations remain, and they are what the mean square measures. Squaring the signal gives

(A + B cos φ + C cos 2φ)² = A² + B²/2 + C²/2 + (2AB + BC) cos φ + (B²/2 + 2AC) cos 2φ + BC cos 3φ + (C²/2) cos 4φ.

Each cosine integrates to a sine that vanishes at 0 and 2π. The mean square M is therefore

M = A² + B²/2 + C²/2 = P2(x)² P2(c)² + (9/2)(x²y²)(c²s²) + (9/32) y⁴s⁴.

To sort this by rank, expand each factor in Legendre polynomials of x:

P2(x)² = 1/5 + (2/7)P2(x) + (18/35)P4(x),
x²y² = 2/15 + (2/21)P2(x) − (8/35)P4(x),
y⁴ = 8/15 − (16/21)P2(x) + (8/35)P4(x).

The same expansions hold with c and s in place of x and y. When the products are multiplied out, the coefficients of equal rank are

rank 0: 1/25 + 2/25 + 2/25 = 1/5,
rank 2: 4/49 + 2/49 + 8/49 = 2/7,
rank 4: (324 + 288 + 18)/1225 = 18/35.

The mixed coefficients cancel:

ranks 0 and 2: 2/35 + 2/35 − 4/35 = 0,
ranks 0 and 4: (54 − 72 + 18)/525 = 0,
ranks 2 and 4: (36 − 24 − 12)/245 = 0.

Hence, for every rotor angle,

M = 1/5 + (2/7) P2(cos m) P2(cos b) + (18/35) P4(cos m) P4(cos b).

## The magic angle and the powder average

If cos² m = 1/3, then P2(cos m) = 0 and P4(cos m) = (35/9 − 10 + 3)/8 = −7/18, so that

M = (1 − P4(cos b))/5.

Conversely, suppose that this form holds for every b at some rotor angle m. At b = 0 the modulations vanish and M = P2(cos m)², while the right-hand side is zero. Thus cos² m = 1/3.

Inserting P4 and rearranging gives two useful forms of M at the magic angle:

M = sin² b (1 + 7 cos² b)/8 = 2/7 − (7/8)(cos² b − 3/7)².

The first vanishes only when sin b = 0, where the interaction axis lies along the rotor axis. The second shows that M is at most 2/7, with equality exactly when cos² b = 3/7.

In a powder, b has the weight sin b / 2 on [0, π]. With x = cos b, the averages of x² and x⁴ are 1/3 and 1/5, so P2 averages to (1 − 1)/2 = 0 and P4 to (7 − 10 + 3)/8 = 0. Only the constant 1/5 is left, whatever the rotor angle.

As a numerical instance, take b = 90° at the magic angle. Then u² = (2/3) cos² φ and P2(u) = cos² φ − 1/2 = (cos 2φ)/2, whose mean square is 1/8. The formula agrees, since P4(0) = 3/8 and (1 − 3/8)/5 = 1/8. For δ = 10 kHz the root mean square frequency of this crystallite is 10/√8 ≈ 3.5 kHz, against 10/√5 ≈ 4.5 kHz for the powder.

## Angles, phase and average as Lean objects

The development works over the real numbers, with angles in radians.

```lean
import Mathlib

open Real

namespace MagicAngleMeanSquare

noncomputable section
```

The two polynomials are defined by their explicit formulas.

```lean
/-- The Legendre polynomial of degree two. -/
def P2 (x : ℝ) : ℝ := (3 * x ^ 2 - 1) / 2

/-- The Legendre polynomial of degree four. -/
def P4 (x : ℝ) : ℝ := (35 * x ^ 4 - 30 * x ^ 2 + 3) / 8
```

The function `fieldCosine b m φ` is u(φ). Its arguments are arbitrary real numbers, so the theorems about a single crystallite are not limited to angles between 0 and π. Axial symmetry enters here: there is no asymmetry parameter, and one angle b is enough to describe the crystallite, because the azimuth of the interaction axis about the rotor axis only shifts φ.

```lean
/-- Cosine of the angle between the interaction axis and the field at rotor phase `φ`;
the rotor axis makes the angle `b` with the interaction axis and `m` with the field. -/
def fieldCosine (b m φ : ℝ) : ℝ :=
  Real.cos b * Real.cos m + Real.sin b * Real.sin m * Real.cos φ
```

The average is taken over the rotor phase. A time average over one rotor period, with φ = ωt, would be another model of the same quantity. It would add the spinning frequency ω as a parameter, together with the condition that it is positive, and a change of variable would then remove it again. The value would be the same, so faster spinning does not reduce the mean square.

```lean
/-- The average of a signal over one turn of the rotor. -/
def rotorMean (f : ℝ → ℝ) : ℝ := 1 / (2 * π) * ∫ φ in (0 : ℝ)..(2 * π), f φ
```

`meanSquare b m` is M in units of δ². It is the mean square of a first-order frequency, and is neither a residual linewidth nor a second-order quadrupolar shift. Couplings between spins and relaxation are absent from the model.

```lean
/-- The mean square over one rotor turn of the reduced frequency `P2 (fieldCosine b m φ)`. -/
def meanSquare (b m : ℝ) : ℝ := rotorMean fun φ => P2 (fieldCosine b m φ) ^ 2
```

## Two harmonics and their mean square

The first theorem is the expansion into A, B and C, valid for all b, m and φ. The proof rewrites cos 2φ as 2 cos² φ − 1. The `linear_combination` step then supplies sin² = 1 − cos² for both angles, which is the substitution that turned A into a product above.

```lean
/-- The reduced frequency is a constant plus modulations at once and twice the
spinning frequency. -/
theorem frequency_harmonics (b m φ : ℝ) :
    P2 (fieldCosine b m φ) = P2 (Real.cos m) * P2 (Real.cos b)
      + 3 * Real.cos m * Real.sin m * Real.cos b * Real.sin b * Real.cos φ
      + 3 / 4 * Real.sin m ^ 2 * Real.sin b ^ 2 * Real.cos (2 * φ) := by
  simp only [P2, fieldCosine, Real.cos_two_mul]
  linear_combination 3 / 4 * Real.sin b ^ 2 * Real.sin_sq m
    + 3 / 4 * (1 - Real.cos m ^ 2) * Real.sin_sq b
```

The next theorem concerns any signal with a constant and two harmonics, whatever the real amplitudes. The statement `hd` gives an antiderivative of the squared signal and checks its derivative. It is the integral of the cosine series above, with the sines of multiple angles written as products of sin and cos. Every term except the linear one contains a factor sin y, so the evaluation at 0 and 2π in `hI` leaves 2π(A² + B²/2 + C²/2). The last lines divide by 2π.

```lean
/-- The mean square of a signal with a constant part and two rotor harmonics is the
squared constant plus half the squared amplitude of each harmonic. -/
theorem rotorMean_sq_harmonics (A B C : ℝ) :
    rotorMean (fun φ => (A + B * Real.cos φ + C * Real.cos (2 * φ)) ^ 2)
      = A ^ 2 + B ^ 2 / 2 + C ^ 2 / 2 := by
  -- an explicit antiderivative, written in products of sin and cos
  have hd : ∀ φ : ℝ, HasDerivAt (fun y : ℝ =>
      (A ^ 2 + B ^ 2 / 2 + C ^ 2 / 2) * y + (2 * A * B + 2 * B * C) * Real.sin y
        + (B ^ 2 / 2 + 2 * A * C - C ^ 2 / 2) * (Real.sin y * Real.cos y)
        + C ^ 2 * ((Real.sin y * Real.cos y) * (Real.cos y * Real.cos y))
        + (-(4 / 3) * B * C) * (Real.sin y * (Real.sin y * Real.sin y)))
      ((A + B * Real.cos φ + C * Real.cos (2 * φ)) ^ 2) φ := by
    intro φ
    have hs := Real.hasDerivAt_sin φ
    have hc := Real.hasDerivAt_cos φ
    have h := (((((hasDerivAt_id' φ).const_mul (A ^ 2 + B ^ 2 / 2 + C ^ 2 / 2)).fun_add
      (hs.const_mul (2 * A * B + 2 * B * C))).fun_add
      ((hs.fun_mul hc).const_mul (B ^ 2 / 2 + 2 * A * C - C ^ 2 / 2))).fun_add
      (((hs.fun_mul hc).fun_mul (hc.fun_mul hc)).const_mul (C ^ 2))).fun_add
      ((hs.fun_mul (hs.fun_mul hs)).const_mul (-(4 / 3) * B * C))
    refine h.congr_deriv ?_
    rw [Real.cos_two_mul]
    linear_combination (-(B ^ 2 / 2 + 2 * A * C - C ^ 2 / 2)
      - 3 * C ^ 2 * Real.cos φ ^ 2 - 4 * B * C * Real.cos φ) * Real.sin_sq φ
  have hI : (∫ φ in (0 : ℝ)..(2 * π), (A + B * Real.cos φ + C * Real.cos (2 * φ)) ^ 2)
      = 2 * π * (A ^ 2 + B ^ 2 / 2 + C ^ 2 / 2) := by
    rw [intervalIntegral.integral_eq_sub_of_hasDerivAt (fun φ _ => hd φ)
      (Continuous.intervalIntegrable (by fun_prop) _ _)]
    simp only [Real.sin_two_pi, Real.sin_zero]
    ring
  have h2 : 2 * π ≠ 0 := by positivity
  simp only [rotorMean]
  rw [hI, one_div, inv_mul_cancel_left₀ h2]
```

## The decomposition by rank

`meanSquare_eq` is the formula for an arbitrary rotor angle. The proof inserts the three amplitudes into the preceding theorem. The auxiliary equation `e` removes the sines from B², and `Real.sin_sq` removes them from C². What remains is a polynomial identity in cos m and cos b, which `ring` verifies directly, in place of the comparison of Legendre coefficients made by hand.

```lean
/-- For any rotor angle the mean square frequency is a sum of parts of rank 0, 2 and 4
in the orientation of the crystallite. -/
theorem meanSquare_eq (b m : ℝ) :
    meanSquare b m = 1 / 5 + 2 / 7 * P2 (Real.cos m) * P2 (Real.cos b)
      + 18 / 35 * P4 (Real.cos m) * P4 (Real.cos b) := by
  simp only [meanSquare, frequency_harmonics]
  rw [rotorMean_sq_harmonics]
  -- only even powers of the sines occur, so they can be eliminated
  have e : (3 * Real.cos m * Real.sin m * Real.cos b * Real.sin b) ^ 2
      = 9 * Real.cos m ^ 2 * (1 - Real.cos m ^ 2)
        * Real.cos b ^ 2 * (1 - Real.cos b ^ 2) := by
    rw [← Real.sin_sq m, ← Real.sin_sq b]
    ring
  rw [e, Real.sin_sq m, Real.sin_sq b]
  simp only [P2, P4]
  ring
```

## What singles out the magic angle

The magic angle appears as the hypothesis `Real.cos m ^ 2 = 1 / 3`. It stands for the tilt of the rotor at which P2(cos m) is zero, about 54.7°, and it also admits the supplementary angle. The proof computes cos⁴ m = 1/9 and substitutes both powers into the general formula.

```lean
/-- At the magic angle the mean square frequency is `(1 - P4 (cos b)) / 5`: a rank 0 part
and a rank 4 part. -/
theorem meanSquare_magic (b m : ℝ) (hm : Real.cos m ^ 2 = 1 / 3) :
    meanSquare b m = (1 - P4 (Real.cos b)) / 5 := by
  have h4 : Real.cos m ^ 4 = 1 / 9 := by
    rw [show Real.cos m ^ 4 = (Real.cos m ^ 2) ^ 2 by ring, hm]
    norm_num
  rw [meanSquare_eq]
  simp only [P2, P4]
  rw [h4, hm]
  ring
```

The equivalence has the quantifier over b inside the left-hand side: the form must hold for all crystallites at a fixed m. For a single b it may hold at other rotor angles too. The forward direction uses `h 0`, the crystallite aligned with the rotor axis, and obtains (3 cos² m − 1)² = 0. The reverse direction is the previous theorem.

```lean
/-- The mean square frequency has the form `(1 - P4 (cos b)) / 5` for all crystallite
orientations exactly when the rotor is at the magic angle. -/
theorem meanSquare_magic_iff (m : ℝ) :
    (∀ b, meanSquare b m = (1 - P4 (Real.cos b)) / 5) ↔ Real.cos m ^ 2 = 1 / 3 := by
  refine ⟨fun h => ?_, fun hm b => meanSquare_magic b m hm⟩
  -- a crystallite aligned with the rotor axis already fixes the angle
  have h0 := h 0
  rw [meanSquare_eq] at h0
  simp only [P2, P4, Real.cos_zero] at h0
  have hsq : (3 * Real.cos m ^ 2 - 1) ^ 2 = 0 := by linear_combination 4 * h0
  have hz := (pow_eq_zero_iff two_ne_zero).mp hsq
  linarith
```

## Crystallites with the smallest and largest modulation

The condition `Real.sin b = 0` covers both directions of the interaction axis along the rotor. The proof establishes the factorised form of M; the factor (1 + 7 cos² b)/8 is positive, so only sin² b can vanish.

```lean
/-- At the magic angle the mean square frequency vanishes exactly for crystallites whose
interaction axis lies along the rotor axis. -/
theorem meanSquare_magic_eq_zero_iff (b m : ℝ) (hm : Real.cos m ^ 2 = 1 / 3) :
    meanSquare b m = 0 ↔ Real.sin b = 0 := by
  have h : meanSquare b m = Real.sin b ^ 2 * ((1 + 7 * Real.cos b ^ 2) / 8) := by
    rw [meanSquare_magic b m hm, Real.sin_sq]
    simp only [P4]
    ring
  have hpos : (1 + 7 * Real.cos b ^ 2) / 8 ≠ 0 := by positivity
  rw [h, mul_eq_zero, or_iff_left hpos, pow_eq_zero_iff two_ne_zero]
```

The upper bound and its equality case are stated together. Both follow from the completed square `h`: a square is never negative, and M reaches 2/7 precisely when the square is zero. The corresponding angle between 0 and 90° is about 49.1°.

```lean
/-- At the magic angle the mean square frequency is at most `2 / 7`, and this value is
taken exactly when `cos² b = 3 / 7`. -/
theorem meanSquare_magic_le (b m : ℝ) (hm : Real.cos m ^ 2 = 1 / 3) :
    meanSquare b m ≤ 2 / 7 ∧ (meanSquare b m = 2 / 7 ↔ Real.cos b ^ 2 = 3 / 7) := by
  -- complete the square in cos² b
  have h : meanSquare b m = 2 / 7 - 7 / 8 * (Real.cos b ^ 2 - 3 / 7) ^ 2 := by
    rw [meanSquare_magic b m hm]
    simp only [P4]
    ring
  refine ⟨by rw [h]; nlinarith [sq_nonneg (Real.cos b ^ 2 - 3 / 7)], fun he => ?_, fun hb => ?_⟩
  · have hsq : (Real.cos b ^ 2 - 3 / 7) ^ 2 = 0 := by linarith
    have hz := (pow_eq_zero_iff two_ne_zero).mp hsq
    linarith
  · rw [h, hb]
    norm_num
```

## One fifth for every rotor angle

The last theorem carries no hypothesis on m. The factor `Real.sin b` and the prefactor 1/2 express a uniform distribution of interaction axes over the sphere, so a sample with preferred orientation is not covered.

In the proof, `key` replaces P2(cos m) and P4(cos m) by arbitrary constants p and q, since they do not vary during the integration over b. The integrand is then a polynomial in cos b times sin b, and the antiderivative is a polynomial in cos b, which corresponds to the substitution x = cos b. Its values at 0 and π combine so that p and q cancel, which is the vanishing of the averages of P2 and P4.

```lean
/-- The powder average of the mean square frequency is `1 / 5` for every rotor angle. -/
theorem powder_meanSquare (m : ℝ) :
    1 / 2 * ∫ b in (0 : ℝ)..π, meanSquare b m * Real.sin b = 1 / 5 := by
  have key : ∀ p q : ℝ, 1 / 2 * ∫ b in (0 : ℝ)..π,
      (1 / 5 + 2 / 7 * p * P2 (Real.cos b) + 18 / 35 * q * P4 (Real.cos b)) * Real.sin b
        = 1 / 5 := by
    intro p q
    simp only [P2, P4]
    -- the integrand is a polynomial in cos b times sin b
    rw [intervalIntegral.integral_eq_sub_of_hasDerivAt (f := fun y : ℝ =>
        (-(1 / 5) + p / 7 - 27 / 140 * q) * Real.cos y
        + (-(p / 7) + 9 / 14 * q) * (Real.cos y * (Real.cos y * Real.cos y))
        + (-(9 / 20) * q) * ((Real.cos y * (Real.cos y * Real.cos y))
          * (Real.cos y * Real.cos y)))
      (fun b _ => ?_) (Continuous.intervalIntegrable (by fun_prop) _ _)]
    · simp only [Real.cos_pi, Real.cos_zero]
      ring
    · have hc := Real.hasDerivAt_cos b
      have h3 := hc.fun_mul (hc.fun_mul hc)
      have h := ((hc.const_mul (-(1 / 5) + p / 7 - 27 / 140 * q)).fun_add
        (h3.const_mul (-(p / 7) + 9 / 14 * q))).fun_add
        ((h3.fun_mul (hc.fun_mul hc)).const_mul (-(9 / 20) * q))
      refine h.congr_deriv ?_
      ring
  simp only [meanSquare_eq]
  exact key _ _

end

end MagicAngleMeanSquare
```

```lean
#print axioms MagicAngleMeanSquare.meanSquare_magic_iff
-- 'MagicAngleMeanSquare.meanSquare_magic_iff' depends on axioms: [propext, Classical.choice, Quot.sound]
#print axioms MagicAngleMeanSquare.meanSquare_magic_eq_zero_iff
-- 'MagicAngleMeanSquare.meanSquare_magic_eq_zero_iff' depends on axioms: [propext, Classical.choice, Quot.sound]
#print axioms MagicAngleMeanSquare.meanSquare_magic_le
-- 'MagicAngleMeanSquare.meanSquare_magic_le' depends on axioms: [propext, Classical.choice, Quot.sound]
#print axioms MagicAngleMeanSquare.powder_meanSquare
-- 'MagicAngleMeanSquare.powder_meanSquare' depends on axioms: [propext, Classical.choice, Quot.sound]
```
